# An integrable derivative on the radial half-line integrates to zero when the function tends to zero at the origin and at infinity

Let `f` be a real function of a radial coordinate r, differentiable at every r > 0, with derivative `f'` integrable on (0, ∞). If `f` tends to zero as r → 0 from the right and as r → ∞, the lemma says that the integral of `f'` over r > 0, with measure dr and no r² weight, is zero: there is no boundary term at either end. Nothing is assumed about the value of `f` at the origin itself, so the proof first replaces that value by 0 using `Function.update`. It then aims to show that the new function is continuous from the right at 0, has the same derivative for r > 0 and still tends to zero at infinity, so that the fundamental theorem of calculus on the half-line gives the integral as 0 − 0.

An attempt in Lean 4 with a fault in it:

```lean
import Mathlib

open MeasureTheory Set Filter Topology

namespace IntegralDerivEqZero

noncomputable section

/-- The integral over `r > 0` of an integrable derivative vanishes if the function tends to zero
at both ends. -/
theorem integral_deriv_eq_zero {f f' : ℝ → ℝ} (hd : ∀ r > 0, HasDerivAt f (f' r) r)
    (hi : IntegrableOn f' (Ioi 0)) (h0 : Tendsto f (𝓝[>] 0) (𝓝 0))
    (hinf : Tendsto f atTop (𝓝 0)) : ∫ r in Ioi (0 : ℝ), f' r = 0 := by
  -- give the function its limiting value at the origin
  have hc : ContinuousWithinAt (Function.update f 0 0) (Ici 0) 0 := by
    rw [continuousWithinAt_update_same, Ici_diff_left]
    exact h0
  have hd' : ∀ r ∈ Ioi (0 : ℝ), HasDerivAt (Function.update f 0 0) (f' r) r := by
    intro r hr
    refine (hd r hr).congr_of_eventuallyEq ?_
    filter_upwards [Ioi_mem_nhds hr] with x hx
    exact Function.update_of_ne (mem_Ioi.mp hx).ne' _ _
  have hl : Tendsto (Function.update f 0 0) atTop (𝓝 0) := by
    refine hinf.congr' ?_
    filter_upwards [eventually_gt_atTop 0] with x hx
    exact (Function.update_of_ne hx.ne' _ _).symm
  rw [integral_Ioi_of_hasDerivAt_of_tendsto hc hd' hi hl]
  simp

end

end IntegralDerivEqZero
```

Lean reports:

```
Main.lean:16:40: error(lean.unknownIdentifier): Unknown identifier `Ici_diff_left`
```

The mended proof, as a diff:

```diff
@@ -14,5 +14,12 @@
   -- give the function its limiting value at the origin
   have hc : ContinuousWithinAt (Function.update f 0 0) (Ici 0) 0 := by
-    rw [continuousWithinAt_update_same, Ici_diff_left]
+    have hset : Ici (0 : ℝ) \ {0} = Ioi 0 := by
+      ext x
+      constructor
+      · intro h
+        exact mem_Ioi.mpr (lt_of_le_of_ne (mem_Ici.mp h.1) (fun e => h.2 e.symm))
+      · intro h
+        exact ⟨mem_Ici.mpr (mem_Ioi.mp h).le, fun e => (mem_Ioi.mp h).ne' e⟩
+    rw [continuousWithinAt_update_same, hset]
     exact h0
   have hd' : ∀ r ∈ Ioi (0 : ℝ), HasDerivAt (Function.update f 0 0) (f' r) r := by
```

What went wrong. The only error is in the proof of continuity at the origin. Lean finds no declaration that the name `Ici_diff_left` can refer to here, even with the namespace `Set` open, so the second rewrite cannot be carried out.

That rewrite was needed because `continuousWithinAt_update_same` turns the continuity claim into a limit of `f` at 0 within `Ici 0 \ {0}`, the closed half-line with its endpoint removed. The hypothesis `h0` gives the limit within `Ioi 0`, the open half-line. The two sets are equal, and the missing name was meant to supply that equality.

The repair proves the equality on the spot, as `hset`. In one direction, 0 ≤ x and x ≠ 0 give 0 < x; in the other, 0 < x gives both 0 ≤ x and x ≠ 0. Rewriting with `hset` in place of the unknown name puts the goal in the form of `h0`, and the existing `exact h0` closes it. The rest of the proof is unchanged.
